# Triplet pairs in a d shell: two Coulomb levels when 9F2 ≠ 5F4, one level for the five-orbital Kanamori interaction

Two d electrons with parallel spins must share an antisymmetric orbital function, and five orbitals provide ten independent ones. The Coulomb interaction, written with the radial Slater integrals $F_0,F_2,F_4$ (often denoted $F^0,F^2,F^4$), splits these ten into a sevenfold and a threefold level if $9F_2\neq 5F_4$. The five-orbital Kanamori interaction, with the same $U'$ and $J$ for every pair of orbitals, leaves them all at one energy.

In Lean 4 with Mathlib:

```lean
import Mathlib

open Module Matrix

namespace DShellTripletPairs

noncomputable section

/-- The magnetic quantum numbers of the d orbitals, in the order 2, 1, 0, -1, -2. -/
def mz : Fin 5 → ℤ := ![2, 1, 0, -1, -2]

/-- The Condon-Shortley coefficients of rank 0 for the d shell. -/
def c0 (a b : Fin 5) : ℝ := if a = b then 1 else 0

/-- The signed Condon-Shortley coefficients of rank 2 for the d shell, in units of 1/7. -/
def c2 : Fin 5 → Fin 5 → ℝ
  | 0 => ![-2, √6, -2, 0, 0]
  | 1 => ![-√6, 1, 1, -√6, 0]
  | 2 => ![-2, -1, 2, -1, -2]
  | 3 => ![0, -√6, 1, 1, -√6]
  | 4 => ![0, 0, -2, √6, -2]

/-- The signed Condon-Shortley coefficients of rank 4 for the d shell, in units of 1/21. -/
def c4 : Fin 5 → Fin 5 → ℝ
  | 0 => ![1, -√5, √15, -√35, √70]
  | 1 => ![√5, -4, √30, -(2 * √10), √35]
  | 2 => ![√15, -√30, 6, -√30, √15]
  | 3 => ![√35, -(2 * √10), √30, -4, √5]
  | 4 => ![√70, -√35, √15, -√5, 1]

/-- The Coulomb matrix element `⟨a b|V|c d⟩` of the d shell with Slater integrals F0, F2, F4;
it conserves the total magnetic quantum number. -/
def coulomb (F0 F2 F4 : ℝ) (a b c d : Fin 5) : ℝ :=
  if mz a + mz b = mz c + mz d then
    F0 * (c0 a c * c0 d b) + F2 / 49 * (c2 a c * c2 d b) + F4 / 441 * (c4 a c * c4 d b)
  else 0

/-- The Kanamori matrix element `⟨a b|V|c d⟩`: repulsion U within an orbital, U' between
orbitals, and J for both exchange and pair hopping. -/
def kanamori (U U' J : ℝ) (a b c d : Fin 5) : ℝ :=
  if a = c ∧ b = d then (if a = b then U else U')
  else if a = d ∧ b = c then J
  else if a = b ∧ c = d then J else 0

/-- The ten pairs of different orbitals, ordered by total magnetic quantum number. -/
def pairOf : Fin 10 → Fin 5 × Fin 5 :=
  ![(0, 1), (0, 2), (0, 3), (1, 2), (0, 4), (1, 3), (1, 4), (2, 3), (2, 4), (3, 4)]

/-- For an interaction V that is unchanged when the two electrons are relabelled, its matrix between
the normalised antisymmetric pair functions `|ab|` and `|cd|`: the direct element `⟨a b|V|c d⟩`
minus the exchange element `⟨a b|V|d c⟩`. -/
def pairMatrix (V : Fin 5 → Fin 5 → Fin 5 → Fin 5 → ℝ) : Matrix (Fin 10) (Fin 10) ℝ :=
  Matrix.of fun i j =>
    V (pairOf i).1 (pairOf i).2 (pairOf j).1 (pairOf j).2 -
      V (pairOf i).1 (pairOf i).2 (pairOf j).2 (pairOf j).1

/-- The eigenspace of `pairMatrix V` for the number E, as amplitudes on the ten pairs. -/
def level (V : Fin 5 → Fin 5 → Fin 5 → Fin 5 → ℝ) (E : ℝ) : Submodule ℝ (Fin 10 → ℝ) :=
  End.eigenspace (pairMatrix V).mulVecLin E

/-- The splitting operator S: on antisymmetric pairs the Coulomb interaction is a constant plus a
multiple of S. It has diagonal entries and mixes only pairs of equal total M. -/
def splitting (v : Fin 10 → ℝ) : Fin 10 → ℝ :=
  ![0, 0, 2 * v 2 - √6 * v 3, 3 * v 3 - √6 * v 2, 4 * v 4 - 2 * v 5, v 5 - 2 * v 4,
    2 * v 6 - √6 * v 7, 3 * v 7 - √6 * v 6, 0, 0]

/-- The F pair functions, with one free amplitude for each total M = 3, ..., -3. -/
def termF : (Fin 7 → ℝ) →ₗ[ℝ] (Fin 10 → ℝ) where
  toFun x := ![x 0, x 1, √6 * x 2, 2 * x 2, x 3, 2 * x 3, √6 * x 4, 2 * x 4, x 5, x 6]
  map_add' x y := by ext i; fin_cases i <;> simp <;> ring
  map_smul' z x := by ext i; fin_cases i <;> simp <;> ring

/-- The P pair functions, with one free amplitude for each total M = 1, 0, -1. -/
def termP : (Fin 3 → ℝ) →ₗ[ℝ] (Fin 10 → ℝ) where
  toFun y := ![0, 0, √6 * y 0, -(3 * y 0), 2 * y 1, -y 1, √6 * y 2, -(3 * y 2), 0, 0]
  map_add' x y := by ext i; fin_cases i <;> simp <;> ring
  map_smul' z x := by ext i; fin_cases i <;> simp <;> ring

/-- A sum over the ten pairs, written out. -/
theorem sum_ten (f : Fin 10 → ℝ) :
    ∑ i, f i = f 0 + f 1 + f 2 + f 3 + f 4 + f 5 + f 6 + f 7 + f 8 + f 9 := by
  rw [Fin.sum_univ_castSucc, Fin.sum_univ_castSucc, Fin.sum_univ_eight]
  rfl

set_option maxHeartbeats 400000 in
/-- On antisymmetric pairs the Coulomb interaction is the constant F0 - 8 F2/49 - F4/49 plus
(9 F2 - 5 F4)/147 times the splitting operator. -/
theorem coulomb_apply (F0 F2 F4 : ℝ) (v : Fin 10 → ℝ) :
    pairMatrix (coulomb F0 F2 F4) *ᵥ v =
      (F0 - 8 * F2 / 49 - F4 / 49) • v + ((9 * F2 - 5 * F4) / 147) • splitting v := by
  -- all square roots are reduced to those of 2, 3, 5 and 7
  have e (a b : ℝ) (ha : 0 ≤ a) : √(a * b) = √a * √b := Real.sqrt_mul ha b
  have e6 : √(6 : ℝ) = √2 * √3 := by rw [← e 2 3 (by norm_num)]; norm_num
  have e10 : √(10 : ℝ) = √2 * √5 := by rw [← e 2 5 (by norm_num)]; norm_num
  have e15 : √(15 : ℝ) = √3 * √5 := by rw [← e 3 5 (by norm_num)]; norm_num
  have e35 : √(35 : ℝ) = √5 * √7 := by rw [← e 5 7 (by norm_num)]; norm_num
  have e30 : √(30 : ℝ) = √2 * √15 := by rw [← e 2 15 (by norm_num)]; norm_num
  have e70 : √(70 : ℝ) = √2 * √35 := by rw [← e 2 35 (by norm_num)]; norm_num
  have h2 : √(2 : ℝ) ^ 2 = 2 := Real.sq_sqrt (by norm_num)
  have h3 : √(3 : ℝ) ^ 2 = 3 := Real.sq_sqrt (by norm_num)
  have h5 : √(5 : ℝ) ^ 2 = 5 := Real.sq_sqrt (by norm_num)
  have h7 : √(7 : ℝ) ^ 2 = 7 := Real.sq_sqrt (by norm_num)
  ext i
  simp only [Matrix.mulVec, dotProduct, sum_ten]
  fin_cases i <;>
    simp [pairMatrix, pairOf, coulomb, mz, c0, c2, c4, splitting, e6, e10, e15, e35, e30, e70,
      -mul_eq_mul_left_iff, -mul_eq_mul_right_iff] <;>
    ring_nf <;> simp only [h2, h3, h5, h7] <;> ring

/-- The splitting operator annihilates the F pair functions. -/
theorem splitting_termF (x : Fin 7 → ℝ) : splitting (termF x) = 0 := by
  have h6 : √(6 : ℝ) ^ 2 = 6 := Real.sq_sqrt (by norm_num)
  ext i
  fin_cases i <;> simp [splitting, termF] <;> ring_nf <;> simp only [h6] <;> ring

/-- The splitting operator multiplies the P pair functions by 5. -/
theorem splitting_termP (y : Fin 3 → ℝ) : splitting (termP y) = (5 : ℝ) • termP y := by
  have h6 : √(6 : ℝ) ^ 2 = 6 := Real.sq_sqrt (by norm_num)
  ext i
  fin_cases i <;> simp [splitting, termP] <;> ring_nf <;> simp only [h6] <;> ring

/-- The F pair functions form a space of dimension 7, the P pair functions one of dimension 3. -/
theorem finrank_terms :
    finrank ℝ (LinearMap.range termF) = 7 ∧ finrank ℝ (LinearMap.range termP) = 3 := by
  have hF : Function.Injective termF := by
    refine (injective_iff_map_eq_zero _).2 fun x h => ?_
    have e := fun a => congrFun h a
    funext i
    fin_cases i
    · simpa [termF] using e 0
    · simpa [termF] using e 1
    · simpa [termF] using e 3
    · simpa [termF] using e 4
    · simpa [termF] using e 7
    · simpa [termF] using e 8
    · simpa [termF] using e 9
  have hP : Function.Injective termP := by
    refine (injective_iff_map_eq_zero _).2 fun y h => ?_
    have e := fun a => congrFun h a
    funext i
    fin_cases i
    · simpa [termP] using e 3
    · simpa [termP] using e 5
    · simpa [termP] using e 7
  constructor
  · rw [LinearMap.finrank_range_of_inj hF]; simp
  · rw [LinearMap.finrank_range_of_inj hP]; simp

/-- If 9 F2 ≠ 5 F4, the Coulomb interaction on antisymmetric d pair functions has the sevenfold
level F0 - 8 F2/49 - F4/49 and the threefold level F0 + F2/7 - 4 F4/21. -/
theorem coulomb_levels (F0 F2 F4 : ℝ) (h : 9 * F2 ≠ 5 * F4) :
    finrank ℝ (level (coulomb F0 F2 F4) (F0 - 8 * F2 / 49 - F4 / 49)) = 7 ∧
    finrank ℝ (level (coulomb F0 F2 F4) (F0 + F2 / 7 - 4 * F4 / 21)) = 3 := by
  obtain ⟨a, ha⟩ : ∃ a, a = F0 - 8 * F2 / 49 - F4 / 49 := ⟨_, rfl⟩
  obtain ⟨b, hb⟩ : ∃ b, b = F0 + F2 / 7 - 4 * F4 / 21 := ⟨_, rfl⟩
  rw [← ha, ← hb]
  have hF : LinearMap.range termF ≤ level (coulomb F0 F2 F4) a := by
    rintro _ ⟨x, rfl⟩
    rw [level, End.mem_eigenspace_iff, Matrix.mulVecLin_apply, coulomb_apply, splitting_termF,
      smul_zero, add_zero, ha]
  have hP : LinearMap.range termP ≤ level (coulomb F0 F2 F4) b := by
    rintro _ ⟨y, rfl⟩
    rw [level, End.mem_eigenspace_iff, Matrix.mulVecLin_apply, coulomb_apply, splitting_termP,
      smul_smul, ← add_smul, hb]
    congr 1
    ring
  -- the two levels share only the zero function, and together they fill ten dimensions
  have hinf : level (coulomb F0 F2 F4) a ⊓ level (coulomb F0 F2 F4) b = ⊥ := by
    rw [eq_bot_iff]
    intro v hv
    simp only [Submodule.mem_inf, level, End.mem_eigenspace_iff] at hv
    obtain ⟨h1, h2⟩ := hv
    rw [h1, ← sub_eq_zero, ← sub_smul, smul_eq_zero] at h2
    exact (Submodule.mem_bot ℝ).2 (h2.resolve_left fun e => h (by linarith))
  have h7 := Submodule.finrank_mono hF
  have h3 := Submodule.finrank_mono hP
  have hs := Submodule.finrank_sup_add_finrank_inf_eq
    (level (coulomb F0 F2 F4) a) (level (coulomb F0 F2 F4) b)
  have ht := Submodule.finrank_le (level (coulomb F0 F2 F4) a ⊔ level (coulomb F0 F2 F4) b)
  rw [finrank_terms.1] at h7
  rw [finrank_terms.2] at h3
  rw [hinf, finrank_bot] at hs
  rw [Module.finrank_fin_fun] at ht
  constructor <;> omega

/-- The Kanamori interaction multiplies every antisymmetric pair function by U' - J. -/
theorem kanamori_apply (U U' J : ℝ) (v : Fin 10 → ℝ) :
    pairMatrix (kanamori U U' J) *ᵥ v = (U' - J) • v := by
  ext i
  simp only [Matrix.mulVec, dotProduct, sum_ten]
  fin_cases i <;> simp [pairMatrix, pairOf, kanamori]

/-- With U' = U - 2J, the five-orbital Kanamori interaction gives all ten antisymmetric pair
functions the single energy U - 3J. -/
theorem kanamori_single_level (U J : ℝ) :
    finrank ℝ (level (kanamori U (U - 2 * J) J) (U - 3 * J)) = 10 := by
  have hl : level (kanamori U (U - 2 * J) J) (U - 3 * J) = ⊤ := by
    refine eq_top_iff.2 fun v _ => ?_
    rw [level, End.mem_eigenspace_iff, Matrix.mulVecLin_apply, kanamori_apply]
    congr 1
    ring
  rw [hl, finrank_top, Module.finrank_fin_fun]

end

end DShellTripletPairs
```

```lean
#print axioms DShellTripletPairs.coulomb_levels
-- 'DShellTripletPairs.coulomb_levels' depends on axioms: [propext, Classical.choice, Quot.sound]
#print axioms DShellTripletPairs.kanamori_single_level
-- 'DShellTripletPairs.kanamori_single_level' depends on axioms: [propext, Classical.choice, Quot.sound]
```

## Orbitals, pairs and levels

The orbitals carry the labels $0,1,2,3,4$, with magnetic quantum numbers $m=2,1,0,-1,-2$ given by `mz`. The Slater integrals $F_0,F_2,F_4$ describe the radial part of the repulsion and enter as arbitrary real numbers. They are the full integrals $F^0,F^2,F^4$, not the Condon–Shortley parameters $F^2/49$ and $F^4/441$, which are also written with lower indices. The angular part is in the tables `c0`, `c2` and `c4`. Writing $c_k$ for their entries, the matrix element `coulomb` is

$$\langle ab|V|cd\rangle = F_0\,c_0(a,c)c_0(d,b)+\frac{F_2}{49}c_2(a,c)c_2(d,b)+\frac{F_4}{441}c_4(a,c)c_4(d,b)$$

if $m_a+m_b=m_c+m_d$, and zero otherwise. The first electron goes with $a,c$ and the second with $b,d$. The tables are entered as data, not derived from integrals over spherical harmonics.

For $a<b$, the normalised antisymmetric function is $|ab|=(\phi_a\phi_b-\phi_b\phi_a)/\sqrt2$, where $\phi_a$ is orbital $a$. Both interactions are unchanged when the two electrons are relabelled, so the matrix element between $|ab|$ and $|cd|$ is the direct element minus the exchange element, $\langle ab|V|cd\rangle-\langle ab|V|dc\rangle$. This formula defines `pairMatrix`, a real $10\times10$ matrix whose rows follow the list `pairOf`. A `level` at energy $E$ is the eigenspace of that matrix for $E$, and `finrank` is its dimension.

The theorem `coulomb_levels` says that, if $9F_2\neq5F_4$, the level at $F_0-\frac{8}{49}F_2-\frac1{49}F_4$ has dimension 7 and the level at $F_0+\frac17F_2-\frac4{21}F_4$ has dimension 3. These dimensions add up to ten, so there is no room for another level. The theorem `kanamori_single_level` gives dimension 10 at $U-3J$ for all real $U$ and $J$, with $U'=U-2J$. Here $U$ is the repulsion within an orbital, $U'$ that between orbitals, and $J$ the strength of exchange and pair hopping.

The names F and P refer to the atomic terms $^3F$ and $^3P$. They match the ranges of the total magnetic quantum number $M$, from $3$ to $-3$ and from $1$ to $-1$; the file constructs neither the angular momentum operators nor the spin functions. Singlet pairs, crystal fields and spin-orbit coupling are left out.

## The Coulomb matrix, block by block

Since $M$ is conserved, the matrix splits into blocks. The $F_0$ term is the identity. Let $A_2$ and $A_4$ be the matrices that multiply $F_2/49$ and $F_4/441$.

For $M=3$ and $M=2$ there is one pair each:

- $(0,1)$: $A_2=(-2)(1)-6=-8$ and $A_4=(1)(-4)-5=-9$.
- $(0,2)$: $A_2=(-2)(2)-4=-8$ and $A_4=(1)(6)-15=-9$.

For $M=1$, in the order $(0,3),(1,2)$,

$$A_2=\begin{pmatrix}-2-0&-\sqrt6-2\sqrt6\\-3\sqrt6&2-1\end{pmatrix},\qquad
A_4=\begin{pmatrix}-4-35&5\sqrt6+10\sqrt6\\15\sqrt6&-24-30\end{pmatrix}.$$

For $M=0$, in the order $(0,4),(1,3)$,

$$A_2=\begin{pmatrix}4-0&-6-0\\-6&1-6\end{pmatrix},\qquad
A_4=\begin{pmatrix}1-70&-5+35\\30&16-40\end{pmatrix}.$$

The blocks for $M=-1,-2,-3$ repeat those for $M=1,2,3$, with $(1,4),(2,3)$ as the order for $M=-1$.

In every block $A_2=-8+3S$ and $A_4=-9-15S$, with the same matrix $S$. It vanishes for $|M|\geq2$, and otherwise

$$S_{M=\pm1}=\begin{pmatrix}2&-\sqrt6\\-\sqrt6&3\end{pmatrix},\qquad
S_{M=0}=\begin{pmatrix}4&-2\\-2&1\end{pmatrix}.$$

The whole interaction on antisymmetric pairs is therefore

$$F_0-\frac{8F_2}{49}-\frac{F_4}{49}+\frac{9F_2-5F_4}{147}\,S .$$

This is `coulomb_apply`, with $S$ called `splitting`. Its proof writes out the sum over ten pairs with `sum_ten`, treats each row separately through `fin_cases`, and reduces all square roots to those of 2, 3, 5 and 7, after which `ring` compares the two sides.

## Seven F functions and three P functions

Each $2\times2$ block of $S$ has trace 5 and determinant 0, hence eigenvalues 0 and 5. The normalised eigenvectors are

| $M$ | eigenvalue 0 | eigenvalue 5 |
|---|---|---|
| $\pm1$ | $(\sqrt6,\,2)/\sqrt{10}$ | $(\sqrt6,\,-3)/\sqrt{15}$ |
| $0$ | $(1,\,2)/\sqrt5$ | $(2,\,-1)/\sqrt5$ |

Together with the four single pairs at $|M|\geq2$, eigenvalue 0 occurs seven times and eigenvalue 5 three times. The maps `termF` and `termP` list these functions without normalisation, with one free amplitude for each $M$. The lemmas `splitting_termF` and `splitting_termP` check the eigenvalues, and `finrank_terms` obtains dimensions 7 and 3 by reading each amplitude off one component.

Eigenvalue 0 gives the first energy. Eigenvalue 5 adds $5(9F_2-5F_4)/147$, which gives the second.

In `coulomb_levels` the two families lie inside their levels, so the levels have dimensions at least 7 and at least 3. A function in both levels would be multiplied by two different energies and must vanish, so the dimensions add up to at most 10. Both bounds are then equalities, which `omega` concludes.

The condition $9F_2\neq5F_4$ says that the two energies differ. At equality the term with $S$ disappears and all ten functions share one energy. Slater integrals of the bare $1/r$ repulsion, computed from an actual radial function, satisfy $F_2>F_4>0$, so they meet the condition.

## The Kanamori interaction on the same pairs

For two different orbitals the direct element is $U'$ and the exchange element is $J$. Pair hopping needs both electrons in one orbital, which antisymmetry forbids, and no element connects two different pairs. The matrix is therefore $U'-J$ times the identity, for any $U'$; this is `kanamori_apply`. Setting $U'=U-2J$ gives $U-3J$. A multiple of the identity keeps its form in every orbital basis, so the comparison also holds when the Kanamori labels denote real d orbitals.

For an impurity model that keeps all five d orbitals, this means that the Kanamori form loses the $^3F$–$^3P$ splitting of the isolated, spherical two-electron shell, whatever the values of $U$ and $J$.
